# The Root-Scaling Error in Multispin DEER Has Half the Modulation Variance as Its Second-Order Coefficient

In a DEER experiment on a molecule with several electron spins, the pump pulse can invert more than one dipolar partner of the observed spin. An inverted partner \(k\) modulates the observer signal by \(\cos(\omega_k t)\), where \(\omega_k\) is the dipolar angular frequency and \(t\) the pulse delay; a partner left alone contributes 1. If inversion happens with probability \(x\), the inversion efficiency, the partner's average factor is \(1-x a_k\), with modulation \(a_k=1-\cos(\omega_k t)\). For \(n\ge 1\) independent partners the factors multiply, and with two or more partners of different frequencies the product contains combination frequencies, which are sums and differences of the pair frequencies. Root scaling takes the \(n\)-th root to suppress them. How far is the result from a plain average of the pair factors?

## The gap between geometric and arithmetic mean

Write \(\bar a=\frac1n\sum_k a_k\) and

\[
R(x)=\prod_k(1-xa_k)^{1/n},\qquad A(x)=\frac1n\sum_k(1-xa_k)=1-x\bar a .
\]

Let \(a_k\le 2\) and \(0<x<1/2\). Then \(xa_k\le 2x<1\), so all factors and \(A\) are positive, and \(R=e^{L}\) with \(L(x)=\frac1n\sum_k\log(1-xa_k)\). Put \(y_k=(1-xa_k)/A\) and sum the bound \(\log y_k\le y_k-1\):

\[
nL-n\log A\le\sum_k y_k-n=0 .
\]

Hence \(R\le A\). The bound is strict unless \(y_k=1\), so equality requires every factor to equal \(A\), and therefore all \(a_k\) to coincide. Conversely, if they coincide, both means equal the common factor.

For the size of the gap \(F=A-R\), differentiate at small \(x\):

\[
F'=-\bar a-e^{L}L',\qquad L'=-\frac1n\sum_k\frac{a_k}{1-xa_k}.
\]

Since \(L(0)=0\) and \(L'(0)=-\bar a\), both \(F(0)\) and \(F'(0)\) vanish. With \(L''(0)=-\frac1n\sum_k a_k^2\),

\[
F''(0)=-L'(0)^2-L''(0)=\frac1n\sum_k a_k^2-\bar a^2=\frac1n\sum_k(a_k-\bar a)^2=:v .
\]

The third equality follows by expanding the square. L'Hôpital's rule now gives

\[
\lim_{x\to0^+}\frac{F(x)}{x^2}=\lim_{x\to0^+}\frac{F'(x)-F'(0)}{2x}=\frac v2 .
\]

Expanding \(e^L\) only as \(1+L\) would lose \(L^2/2\), which is also of order \(x^2\) when \(\bar a\ne0\). The coefficient would then come out as half the mean square, which wrongly predicts an error even for identical nonzero modulations.

## What a simulated trace shows

For one observer and one molecular orientation, a simulation evaluates the factors at each \(t\), multiplies them and takes the root. Suppose two partners have cosines \(1\) and \(-1\) at some time, so that \(a=(0,2)\) and \(v=1\). At \(x=0.1\) the root is \(\sqrt{0.8}\approx0.8944\) and the average is \(0.9\). The gap is about \(0.0056\), against the leading estimate \(x^2v/2=0.005\).

For two partners in general, \(v=\frac14(\cos\omega_1t-\cos\omega_2t)^2\). Its cross term contains the sum and difference frequencies, so in this independent-partner model root scaling leaves combination frequencies at order \(x^2\).

## Signals and means in Lean

The finite type `ι` labels the partner spins, and `Fintype.card ι` is \(n\).

```lean
import Mathlib

open Filter Topology

namespace DeerPowerScaling

noncomputable section

variable {ι : Type*} [Fintype ι]
```

The mean and variance divide by \(n\), not \(n-1\): this is the spread over the partners present, not an estimate from a sample.

```lean
/-- Arithmetic mean over a nonempty finite set of partner spins. -/
def mean (f : ι → ℝ) : ℝ := (∑ k, f k) / (Fintype.card ι : ℝ)

/-- Population variance over a nonempty finite set of partner spins. -/
def variance (f : ι → ℝ) : ℝ := mean fun k => (f k - mean f) ^ 2
```

The next three definitions are the product signal, \(R\) and \(A\). One efficiency `x` serves all partners.

```lean
/-- Multispin signal of one observer spin: the product of the pair factors `1 - x a_k`,
with inversion efficiency `x` and dipolar modulations `a_k`. -/
def signal (x : ℝ) (a : ι → ℝ) : ℝ := ∏ k, (1 - x * a k)

/-- Root-scaled signal: the `n`-th root of the multispin signal for `n ≥ 1` partner spins,
used where the pair factors are positive. -/
def rootScaled (x : ℝ) (a : ι → ℝ) : ℝ := signal x a ^ (1 / (Fintype.card ι : ℝ))

/-- Average of the pair factors over a nonempty set of partner spins. -/
def pairAverage (x : ℝ) (a : ι → ℝ) : ℝ := mean fun k => 1 - x * a k
```

## Logarithms and the second-order limit

For positive factors, \(R=e^L\): each factor is written as the exponential of its logarithm, and the exponent \(1/n\) turns the sum into a mean.

```lean
/-- For positive pair factors, the root-scaled signal is the exponential of their
mean logarithm. -/
theorem rootScaled_eq_exp {x : ℝ} {a : ι → ℝ} (h : ∀ k, 0 < 1 - x * a k) :
    rootScaled x a = Real.exp (mean fun k => Real.log (1 - x * a k)) := by
  have hp : signal x a = Real.exp (∑ k, Real.log (1 - x * a k)) := by
    rw [Real.exp_sum]
    exact Finset.prod_congr rfl fun k _ => (Real.exp_log (h k)).symm
  rw [rootScaled, hp, ← Real.exp_mul, mul_one_div, mean]
```

The L'Hôpital step is stated for any function `F` with derivative `D` near zero. `D` in turn needs a derivative only at zero, because the last quotient is the difference quotient of `D` at zero divided by 2.

```lean
/-- If `F` has derivative `D` near zero, `F` and `D` vanish at zero, and `D` has derivative `c` at
zero, then `F y / y ^ 2` tends to `c / 2` as `y` tends to zero from above. -/
theorem second_order_limit {F D : ℝ → ℝ} {c : ℝ}
    (hF : ∀ᶠ y in 𝓝 (0 : ℝ), HasDerivAt F (D y) y) (hF0 : F 0 = 0) (hD0 : D 0 = 0)
    (hD : HasDerivAt D c 0) :
    Tendsto (fun y => F y / y ^ 2) (𝓝[>] 0) (𝓝 (c / 2)) := by
  have hs : Tendsto (slope D 0) (𝓝[>] 0) (𝓝 c) :=
    (hasDerivAt_iff_tendsto_slope.1 hD).mono_left
      (nhdsWithin_mono _ fun y hy => ne_of_gt hy)
  have hcF : Tendsto F (𝓝 0) (𝓝 0) := by
    have h := hF.self_of_nhds.continuousAt.tendsto
    rwa [hF0] at h
  have hcq : Tendsto (fun y : ℝ => y ^ 2) (𝓝 0) (𝓝 0) := by
    have h : Continuous fun y : ℝ => y ^ 2 := by fun_prop
    simpa using h.tendsto 0
  -- L'Hôpital reduces the quotient to the difference quotient of the first derivative
  refine HasDerivAt.lhopital_zero_nhdsGT (f' := D) (g' := fun y => 2 * y)
    (hF.filter_mono nhdsWithin_le_nhds)
    (Eventually.of_forall fun y => by simpa using hasDerivAt_pow 2 y) ?_
    (hcF.mono_left nhdsWithin_le_nhds) (hcq.mono_left nhdsWithin_le_nhds) ?_
  · filter_upwards [self_mem_nhdsWithin] with y hy
    exact mul_ne_zero two_ne_zero (ne_of_gt hy)
  · refine (hs.div_const 2).congr fun y => ?_
    rw [slope_def_field, hD0]
    ring
```

Means are differentiated term by term.

```lean
theorem hasDerivAt_mean {f : ι → ℝ → ℝ} {f' : ι → ℝ} {x : ℝ}
    (h : ∀ k, HasDerivAt (f k) (f' k) x) :
    HasDerivAt (fun y => mean fun k => f k y) (mean f') x :=
  (HasDerivAt.fun_sum fun k _ => h k).div_const _
```

## Variance of the modulations

From here on there is at least one partner. The first lemma is the expansion of the square used for \(F''(0)\).

```lean
variable [Nonempty ι]

/-- The variance is the mean square minus the squared mean. -/
theorem variance_eq (a : ι → ℝ) :
    variance a = mean (fun k => a k ^ 2) - mean a ^ 2 := by
  have hn : (Fintype.card ι : ℝ) ≠ 0 := Nat.cast_ne_zero.2 Fintype.card_ne_zero
  have hs (m : ℝ) : ∑ k, (a k - m) ^ 2
      = ∑ k, a k ^ 2 - 2 * m * ∑ k, a k + Fintype.card ι * m ^ 2 := by
    rw [Finset.sum_congr rfl fun k _ =>
      (by ring : (a k - m) ^ 2 = a k ^ 2 - 2 * m * a k + m ^ 2),
      Finset.sum_add_distrib, Finset.sum_sub_distrib, ← Finset.mul_sum]
    simp
  simp only [variance, mean, hs]
  field_simp
  ring
```

If two modulations differ, some modulation differs from the mean, so one square in the sum is positive. The second-order coefficient is then nonzero.

```lean
/-- If two partner spins have different modulations, the variance is positive. -/
theorem variance_pos {a : ι → ℝ} (hne : ∃ j k, a j ≠ a k) : 0 < variance a := by
  obtain ⟨j, k, hjk⟩ := hne
  have hex : ∃ i, a i ≠ mean a := by
    by_contra hall
    push Not at hall
    exact hjk ((hall j).trans (hall k).symm)
  obtain ⟨i, hi⟩ := hex
  exact div_pos (Finset.sum_pos' (fun _ _ => sq_nonneg _)
    ⟨i, Finset.mem_univ i, pow_pos_of_ne hi⟩) (Nat.cast_pos.2 Fintype.card_pos)
where
  pow_pos_of_ne {u v : ℝ} (h : u ≠ v) : 0 < (u - v) ^ 2 :=
    sq_pos_of_ne_zero (sub_ne_zero.2 h)
```

## The inequality and its equality case

The strict inequality follows the derivation above. `hex` finds a factor different from the average, `hlt` is the summed logarithm bound, and the rewriting after it collapses the right-hand side to zero. No lower bound on `a k` is required.

```lean
/-- For modulations at most 2 and `0 < x < 1/2`, root scaling strictly underestimates the
pair average when two partner spins have different modulations. -/
theorem rootScaled_lt {x : ℝ} {a : ι → ℝ} (hx : 0 < x) (hx' : x < 1 / 2)
    (ha : ∀ k, a k ≤ 2) (hne : ∃ j k, a j ≠ a k) : rootScaled x a < pairAverage x a := by
  have h : ∀ k, 0 < 1 - x * a k := fun k => by nlinarith [ha k]
  have hn : (0 : ℝ) < Fintype.card ι := Nat.cast_pos.2 Fintype.card_pos
  have hA : 0 < pairAverage x a :=
    div_pos (Finset.sum_pos (fun k _ => h k) Finset.univ_nonempty) hn
  have hsum : ∑ k, (1 - x * a k) = Fintype.card ι * pairAverage x a := by
    rw [pairAverage, mean, mul_div_cancel₀ _ hn.ne']
  have hex : ∃ i, 1 - x * a i ≠ pairAverage x a := by
    by_contra hall
    push Not at hall
    obtain ⟨j, k, hjk⟩ := hne
    exact hjk (mul_left_cancel₀ hx.ne' (by linarith [hall j, hall k]))
  obtain ⟨i, hi⟩ := hex
  -- sum the tangent bound log y ≤ y - 1, strict for the factor that differs
  have hlt : ∑ k, Real.log ((1 - x * a k) / pairAverage x a)
      < ∑ k, ((1 - x * a k) / pairAverage x a - 1) :=
    Finset.sum_lt_sum (fun k _ => Real.log_le_sub_one_of_pos (div_pos (h k) hA))
      ⟨i, Finset.mem_univ i, Real.log_lt_sub_one_of_pos (div_pos (h i) hA)
        fun he => hi ((div_eq_one_iff_eq hA.ne').1 he)⟩
  rw [Finset.sum_congr rfl fun k _ => Real.log_div (h k).ne' hA.ne',
    Finset.sum_sub_distrib, Finset.sum_sub_distrib, ← Finset.sum_div, hsum,
    mul_div_cancel_right₀ _ hA.ne'] at hlt
  simp only [Finset.sum_const, Finset.card_univ, nsmul_eq_mul, mul_one, sub_self] at hlt
  rw [rootScaled_eq_exp h, ← Real.lt_log_iff_exp_lt hA, mean, div_lt_iff₀ hn]
  linarith
```

The full statement splits on whether all modulations coincide. With a single partner they do, and the two signals agree.

```lean
/-- For modulations at most 2 and `0 < x < 1/2`, the root-scaled signal is at most the pair
average, with equality exactly when all modulations coincide. -/
theorem rootScaled_le_and_eq_iff {x : ℝ} {a : ι → ℝ} (hx : 0 < x) (hx' : x < 1 / 2)
    (ha : ∀ k, a k ≤ 2) : rootScaled x a ≤ pairAverage x a ∧
      (rootScaled x a = pairAverage x a ↔ ∀ j k, a j = a k) := by
  have hn : (Fintype.card ι : ℝ) ≠ 0 := Nat.cast_ne_zero.2 Fintype.card_ne_zero
  by_cases hall : ∀ j k, a j = a k
  · have he : rootScaled x a = pairAverage x a := by
      obtain ⟨i⟩ := ‹Nonempty ι›
      have hi : 0 < 1 - x * a i := by nlinarith [ha i]
      have hm (c : ℝ) : mean (fun _ : ι => c) = c := by simp [mean, hn]
      rw [rootScaled_eq_exp fun k => by rw [hall k i]; exact hi, pairAverage]
      simp only [fun k => hall k i, hm, Real.exp_log hi]
    exact ⟨he.le, fun _ => hall, fun _ => he⟩
  · have hlt := rootScaled_lt hx hx' ha (by push Not at hall; exact hall)
    exact ⟨hlt.le, fun he => absurd he hlt.ne, fun h => absurd h hall⟩
```

The restriction on `x` keeps the factors positive. For \(x>1/2\) and two partners with \(a_k=2\), both factors are \(1-2x<0\); the root of their product is \(|1-2x|\), which exceeds their average.

## The limit for small inversion efficiency

The limit holds for arbitrary real modulations, since for fixed `a` all factors are positive once `x` is close enough to zero (`hpos`). `hL` and `hM` supply \(L'\) and \(L''(0)\), and `key` applies the second-order lemma to \(F\) with `variance a` as second derivative. The final lines replace the exponential by `rootScaled` near zero.

```lean
/-- The error of root scaling divided by the squared inversion efficiency tends to half the
variance of the modulations as the efficiency tends to zero from above. -/
theorem rootScaling_error (a : ι → ℝ) :
    Tendsto (fun x => (pairAverage x a - rootScaled x a) / x ^ 2) (𝓝[>] 0)
      (𝓝 (variance a / 2)) := by
  have hpos : ∀ᶠ y in 𝓝 (0 : ℝ), ∀ k, 0 < 1 - y * a k := by
    refine eventually_all.2 fun k => ?_
    have hc : ContinuousAt (fun y : ℝ => 1 - y * a k) 0 := by fun_prop
    exact continuousAt_const.eventually_lt hc (by simp)
  have h1 (k : ι) (y : ℝ) : HasDerivAt (fun y => 1 - y * a k) (-a k) y := by
    simpa using ((hasDerivAt_id' y).mul_const (a k)).const_sub 1
  have hL (y : ℝ) (hy : ∀ k, 0 < 1 - y * a k) :
      HasDerivAt (fun y => mean fun k => Real.log (1 - y * a k))
        (mean fun k => -a k / (1 - y * a k)) y :=
    hasDerivAt_mean fun k => (h1 k y).log (hy k).ne'
  have hM : HasDerivAt (fun y => mean fun k => -a k / (1 - y * a k))
      (mean fun k => -(a k) ^ 2) 0 :=
    hasDerivAt_mean fun k => ((hasDerivAt_const (0 : ℝ) (-a k)).fun_div (h1 k 0)
      (by simp)).congr_deriv (by ring)
  have e0 : (mean fun k => Real.log (1 - 0 * a k)) = 0 := by simp [mean]
  have eneg (f : ι → ℝ) : (mean fun k => -f k) = -mean f := by
    simp only [mean, Finset.sum_neg_distrib, neg_div]
  have e1 : (mean fun k => -a k / (1 - 0 * a k)) = -mean a := by
    simp only [zero_mul, sub_zero, div_one, eneg]
  -- the gap and its slope vanish at zero; its second derivative is the variance
  have key := second_order_limit (c := variance a)
    (F := fun y => (mean fun k => 1 - y * a k)
      - Real.exp (mean fun k => Real.log (1 - y * a k)))
    (D := fun y => (mean fun k => -a k)
      - Real.exp (mean fun k => Real.log (1 - y * a k)) * mean fun k => -a k / (1 - y * a k))
    (hpos.mono fun y hy => (hasDerivAt_mean fun k => h1 k y).fun_sub (hL y hy).exp)
    (by
      have hn : (Fintype.card ι : ℝ) ≠ 0 := Nat.cast_ne_zero.2 Fintype.card_ne_zero
      simp [mean, hn])
    (by simp only [e0, e1, eneg, Real.exp_zero]; ring)
    ((((hL 0 hpos.self_of_nhds).exp.fun_mul hM).const_sub _).congr_deriv (by
      simp only [e0, e1, eneg fun k => a k ^ 2, Real.exp_zero, variance_eq]
      ring))
  refine key.congr' ?_
  filter_upwards [hpos.filter_mono nhdsWithin_le_nhds] with y hy
  rw [rootScaled_eq_exp hy, pairAverage]
```

## Dipolar modulations

Inserting \(a_k=1-\cos(\omega_k t)\) satisfies \(a_k\le2\) automatically. The offset 1 and the sign drop out of the variance, leaving that of the cosines.

```lean
/-- For dipolar frequencies `ω_k` at time `t`, root scaling never exceeds the pair average when
`0 < x < 1/2`, and its error over `x²` tends to half the variance of `cos (ω_k t)` as `x`
tends to zero from above. -/
theorem deer_rootScaling (ω : ι → ℝ) (t : ℝ) :
    (∀ x : ℝ, 0 < x → x < 1 / 2 →
      rootScaled x (fun k => 1 - Real.cos (ω k * t))
        ≤ pairAverage x (fun k => 1 - Real.cos (ω k * t))) ∧
    Tendsto (fun x => (pairAverage x (fun k => 1 - Real.cos (ω k * t))
        - rootScaled x (fun k => 1 - Real.cos (ω k * t))) / x ^ 2) (𝓝[>] 0)
      (𝓝 (variance (fun k => Real.cos (ω k * t)) / 2)) := by
  have hn : (Fintype.card ι : ℝ) ≠ 0 := Nat.cast_ne_zero.2 Fintype.card_ne_zero
  have hm (c : ι → ℝ) : (mean fun k => 1 - c k) = 1 - mean c := by
    simp only [mean, Finset.sum_sub_distrib, Finset.sum_const, Finset.card_univ,
      nsmul_eq_mul, mul_one, sub_div, div_self hn]
  -- the constant offset and the sign drop out of the variance
  have hv (c : ι → ℝ) : variance (fun k => 1 - c k) = variance c := by
    simp only [variance, hm]
    refine congrArg mean (funext fun k => ?_)
    ring
  refine ⟨fun x hx hx' => (rootScaled_le_and_eq_iff hx hx' fun k => ?_).1, ?_⟩
  · linarith [Real.neg_one_le_cos (ω k * t)]
  · rw [← hv]
    exact rootScaling_error _

end

end DeerPowerScaling
```

The theorem concerns one observer at fixed `t` and fixed frequencies. The product form of the signal is assumed, not derived from spin dynamics. A measured trace also averages over orientations and observers before any root is taken, and it includes an intermolecular background; neither enters here.

```lean
#print axioms DeerPowerScaling.variance_pos
-- 'DeerPowerScaling.variance_pos' depends on axioms: [propext, Classical.choice, Quot.sound]
#print axioms DeerPowerScaling.deer_rootScaling
-- 'DeerPowerScaling.deer_rootScaling' depends on axioms: [propext, Classical.choice, Quot.sound]
```
